# Hypervirial relation for a particle in a one-dimensional polynomial potential

A particle is in a bound energy eigenstate of an anharmonic well, and its mean values $\langle x^n\rangle$ are wanted although its wavefunction usually has no simple closed form. The Schrödinger equation links these moments to each other and to the energy $E$. With $\hbar=m=1$, $H=p^2/2+V(x)$ and $V$ a polynomial, every polynomial $f$ gives

$$2E\langle f'\rangle = 2\langle f'V\rangle+\langle fV'\rangle-\tfrac14\langle f'''\rangle .$$

The choice $f=x$ is the virial theorem. For one particle in such a well, the relation can check moments computed from an approximate eigenfunction.

## Operators, Hamiltonian and mean value

```lean
import Mathlib

open Polynomial
open Complex (I)

namespace HypervirialRecursion

noncomputable section

variable {A : Type*} [Ring A] [Algebra ℂ A]
```

`A` is any algebra over the complex numbers, with products that need not commute. Its elements play the role of operators.

```lean
/-- The Hamiltonian `p²/2 + V(x)` of a particle of unit mass in a polynomial potential. -/
def hamiltonian (x p : A) (V : ℂ[X]) : A := (1 / 2 : ℂ) • (p * p) + aeval x V
```

This is $H=p^2/2+V(x)$. `ℂ[X]` is the type of complex polynomials, `aeval x V` is $V$ evaluated at the operator $x$, and `•` multiplies an operator by a number.

```lean
/-- The linear functional `φ` takes the value `E` for `H` on either side of any operator:
`φ(HB) = φ(BH) = E φ(B)`. -/
def IsEigenfunctional (H : A) (E : ℂ) (φ : A →ₗ[ℂ] ℂ) : Prop :=
  ∀ B : A, φ (H * B) = E * φ B ∧ φ (B * H) = E * φ B
```

The mean value is a linear map $\varphi$ from operators to numbers. "Eigenfunctional" is a name chosen here for the condition $\varphi(HB)=\varphi(BH)=E\varphi(B)$ for every $B$ in `A`.

For a bound state $\psi$ with $H\psi=E\psi$, take $\varphi(B)=\langle\psi|B\psi\rangle$. The condition on $BH$ then follows from the Schrödinger equation. The condition on $HB$ moves $H$ onto the bra, which needs real $E$, symmetric $H$ and vanishing boundary terms. For a given well, this last step from the wavefunction to $\varphi$ is assumed. Positivity and $\varphi(1)=1$ are not required.

## Moving momentum past a function of position

```lean
variable {x p : A} {V : ℂ[X]} {E : ℂ} {φ : A →ₗ[ℂ] ℂ}

/-- If `xp - px = i`, moving the momentum through a polynomial in position
costs a derivative: `p f = f p - i f'`. -/
theorem momentum_mul (h : x * p - p * x = I • (1 : A)) (f : ℂ[X]) :
    p * aeval x f = aeval x f * p - I • aeval x (derivative f) := by
  have hp : p * x = x * p - I • (1 : A) := by rw [← h]; abel
  induction f using Polynomial.induction_on with
  | C a =>
    rw [aeval_C, derivative_C, map_zero, smul_zero, sub_zero]
    exact (Algebra.commutes a p).symm
  | add f g hf hg =>
    simp only [map_add, mul_add, add_mul, smul_add, hf, hg]
    abel
  | monomial n a ih =>
    have e : (C a * X ^ (n + 1) : ℂ[X]) = (C a * X ^ n) * X := by ring
    rw [e]
    generalize (C a * X ^ n : ℂ[X]) = g at ih ⊢
    simp only [derivative_mul, derivative_X, mul_one, map_add, map_mul, aeval_X]
    calc p * (aeval x g * x) = (p * aeval x g) * x := by rw [mul_assoc]
      _ = aeval x g * (p * x) - I • (aeval x (derivative g) * x) := by
        rw [ih, sub_mul, smul_mul_assoc, mul_assoc]
      _ = aeval x g * x * p - I • (aeval x (derivative g) * x + aeval x g) := by
        rw [hp, mul_sub, mul_smul_comm, mul_one, smul_add, mul_assoc]
        abel
```

The hypothesis `h` is the canonical commutator $xp-px=i$. Writing $f$ also for the operator $f(x)$, the theorem says $pf=fp-if'$.

The proof is by induction on $f$. Constants commute with $p$, and sums follow term by term. If the rule holds for a monomial $g$, it holds for $gx$:

$$p(gx)=(gp-ig')x=g(xp-i)-ig'x=(gx)p-i(g'x+g).$$

The `calc` block contains this chain; `rw` replaces one side of a known equation by the other.

```lean
/-- If `xp - px = i`, the commutator of the Hamiltonian with a polynomial in position is
`[H, f] = -i f' p - f''/2`. -/
theorem hamiltonian_comm (h : x * p - p * x = I • (1 : A)) (f : ℂ[X]) :
    hamiltonian x p V * aeval x f - aeval x f * hamiltonian x p V =
      -(I • (aeval x (derivative f) * p))
        - (1 / 2 : ℂ) • aeval x (derivative (derivative f)) := by
  have h1 := momentum_mul h f
  have h2 := momentum_mul h (derivative f)
  have hV : aeval x V * aeval x f = aeval x f * aeval x V := by
    rw [← map_mul, mul_comm, map_mul]
  have e1 : p * (aeval x f * p) =
      aeval x f * (p * p) - I • (aeval x (derivative f) * p) := by
    rw [← mul_assoc p, h1, sub_mul, smul_mul_assoc, mul_assoc]
  -- two passages of the momentum through `f`
  have key : p * p * aeval x f = aeval x f * (p * p)
      - (2 * I) • (aeval x (derivative f) * p) - aeval x (derivative (derivative f)) := by
    calc p * p * aeval x f = p * (aeval x f * p) - I • (p * aeval x (derivative f)) := by
          rw [mul_assoc, h1, mul_sub, mul_smul_comm]
      _ = _ := by
          rw [e1, h2, smul_sub, smul_smul, Complex.I_mul_I]
          module
  unfold hamiltonian
  rw [add_mul, mul_add, smul_mul_assoc, mul_smul_comm, key, hV]
  module
```

Using the previous rule twice gives

$$p^2f=p(fp-if')=fp^2-2if'p-f''.$$

This is `key`. Since $V$ commutes with $f$ (`hV`), halving it yields $[H,f]=-if'p-\tfrac12f''$. The tactic `module` collects the scalar coefficients.

## Removing momentum from the mean values

```lean
/-- If `xp - px = i` and `φ` is an eigenfunctional of `H`, then `φ(f' p) = (i/2) φ(f'')`. -/
theorem momentum_moment (h : x * p - p * x = I • (1 : A))
    (hφ : IsEigenfunctional (hamiltonian x p V) E φ) (f : ℂ[X]) :
    φ (aeval x (derivative f) * p) = I / 2 * φ (aeval x (derivative (derivative f))) := by
  have h0 := congrArg φ (hamiltonian_comm (V := V) h f)
  rw [map_sub, (hφ _).1, (hφ _).2, sub_self, map_sub, map_neg, map_smul, map_smul,
    smul_eq_mul, smul_eq_mul] at h0
  linear_combination (-I) * h0 + φ (aeval x (derivative f) * p) * Complex.I_sq
```

The eigenfunctional condition makes the mean of any commutator with $H$ vanish: $\varphi(HB)-\varphi(BH)=0$. With $B=f$,

$$0=-i\varphi(f'p)-\tfrac12\varphi(f''),\qquad \varphi(f'p)=\tfrac i2\varphi(f'').$$

`congrArg φ` applies $\varphi$ to both sides of the commutator identity, and `linear_combination` checks the final algebra from the equations it is given.

```lean
/-- For an eigenfunctional of `H` with value `E`, the kinetic moments reduce to position
moments: `φ(g p²) = 2 (E φ(g) - φ(g V))`. -/
theorem kinetic_moment (hφ : IsEigenfunctional (hamiltonian x p V) E φ) (g : ℂ[X]) :
    φ (aeval x g * (p * p)) = 2 * (E * φ (aeval x g) - φ (aeval x (g * V))) := by
  have h0 := (hφ (aeval x g)).2
  rw [hamiltonian, mul_add, mul_smul_comm, map_add, map_smul, smul_eq_mul, ← map_mul] at h0
  linear_combination 2 * h0
```

For a polynomial $g$, the condition on $gH$ reads $E\varphi(g)=\tfrac12\varphi(gp^2)+\varphi(gV)$. Solving for the kinetic term gives $\varphi(gp^2)=2\bigl(E\varphi(g)-\varphi(gV)\bigr)$. No commutator is needed here.

## The hypervirial relation

```lean
/-- Hypervirial relation: if `xp - px = i` and `φ` is an eigenfunctional of `H = p²/2 + V(x)`
with value `E`, then `2E φ(f') = 2 φ(f' V) + φ(f V') - φ(f''')/4` for every polynomial `f`. -/
theorem hypervirial (h : x * p - p * x = I • (1 : A))
    (hφ : IsEigenfunctional (hamiltonian x p V) E φ) (f : ℂ[X]) :
    2 * E * φ (aeval x (derivative f)) =
      2 * φ (aeval x (derivative f * V)) + φ (aeval x (f * derivative V))
        - φ (aeval x (derivative (derivative (derivative f)))) / 4 := by
  -- the force: `[H, p] = i V'`
  have hp : hamiltonian x p V * p - p * hamiltonian x p V = I • aeval x (derivative V) := by
    unfold hamiltonian
    rw [add_mul, mul_add, smul_mul_assoc, mul_smul_comm, momentum_mul h V, mul_assoc]
    module
  -- the commutator of `H` with `f p`
  have hc : hamiltonian x p V * (aeval x f * p) - aeval x f * p * hamiltonian x p V =
      -(I • (aeval x (derivative f) * (p * p)))
        - (1 / 2 : ℂ) • (aeval x (derivative (derivative f)) * p)
        + I • (aeval x f * aeval x (derivative V)) := by
    calc _ = (hamiltonian x p V * aeval x f - aeval x f * hamiltonian x p V) * p
          + aeval x f * (hamiltonian x p V * p - p * hamiltonian x p V) := by noncomm_ring
      _ = _ := by
        rw [hamiltonian_comm h f, hp, sub_mul, neg_mul, smul_mul_assoc, smul_mul_assoc,
          mul_smul_comm, mul_assoc]
  -- its mean vanishes
  have h0 := congrArg φ hc
  rw [map_sub, (hφ _).1, (hφ _).2, sub_self, map_add, map_sub, map_neg, map_smul, map_smul,
    map_smul, smul_eq_mul, smul_eq_mul, smul_eq_mul, kinetic_moment hφ,
    momentum_moment h hφ, ← map_mul] at h0
  apply mul_left_cancel₀ Complex.I_ne_zero
  linear_combination h0
```

The conclusion is the opening formula with $\varphi$ for the brackets. By hand, first $[H,p]=[V,p]=iV'$, which is `hp`. The product rule for commutators then gives `hc`:

$$[H,fp]=[H,f]p+f[H,p]=-if'p^2-\tfrac12f''p+ifV'.$$

Its mean is zero. Inserting `kinetic_moment` with $g=f'$, and `momentum_moment` with $f'$ in place of $f$, gives

$$0=-2i\bigl(E\varphi(f')-\varphi(f'V)\bigr)-\tfrac i4\varphi(f''')+i\varphi(fV').$$

Dividing by $i$ and rearranging finishes the proof. In Lean, `mul_left_cancel₀` does the division.

## The oscillator ground state as an example

Square matrices of finite nonzero size cannot satisfy $xp-px=i$, because the trace of a commutator vanishes. An example therefore needs an infinite-dimensional space. The harmonic oscillator supplies one, with wavefunctions written as $q(x)e^{-x^2/2}$ and only the polynomial $q$ retained.

```lean
/-- Moments of the normalised Gaussian density proportional to `exp(-x²)`, by recursion. -/
def gaussMoment : ℕ → ℂ
  | 0 => 1
  | 1 => 0
  | n + 2 => ((n : ℂ) + 1) / 2 * gaussMoment n
```

These are the numbers $M_0=1$, $M_1=0$, $M_{n+2}=\tfrac{n+1}{2}M_n$, the moments of the ground-state density $e^{-x^2}/\sqrt\pi$. The code defines them by recursion, without integrals.

```lean
/-- The linear functional on polynomials with the Gaussian moments. -/
def gaussMean : ℂ[X] →ₗ[ℂ] ℂ := Polynomial.lsum fun n => gaussMoment n • LinearMap.id
```

`gaussMean`, written $L$ below, replaces each $X^n$ in a polynomial by $M_n$.

```lean
/-- Position acting on polynomials as multiplication by `X`. -/
def oscX : Module.End ℂ ℂ[X] := LinearMap.mulLeft ℂ X
```

Position multiplies $q$ by $X$. `Module.End ℂ ℂ[X]` is the algebra of all linear maps from polynomials to polynomials.

```lean
/-- Momentum `-i (d/dX - X)`, acting on the polynomial factor of `q(x) exp(-x²/2)`. -/
def oscP : Module.End ℂ ℂ[X] := (-I) • (derivative - LinearMap.mulLeft ℂ X)
```

Differentiating the Gaussian factor as well turns $-i\,d/dx$ into $q\mapsto -i(q'-Xq)$.

```lean
/-- The functional sending an operator `B` to the Gaussian mean of `B 1`. -/
def groundMean : Module.End ℂ ℂ[X] →ₗ[ℂ] ℂ := gaussMean ∘ₗ LinearMap.applyₗ (1 : ℂ[X])
```

The constant polynomial $1$ represents the ground state, so its mean value is $\varphi(B)=L(B1)$.

```lean
/-- The Gaussian mean of `c Xⁿ` is `c` times the moment of order `n`. -/
theorem gaussMean_monomial (n : ℕ) (c : ℂ) :
    gaussMean (monomial n c) = gaussMoment n * c := by
  change (monomial n c).sum (fun k b => gaussMoment k * b) = _
  exact sum_monomial_index _ _ (by simp)
```

This is the expected value $L(cX^n)=cM_n$.

```lean
/-- Gaussian integration by parts: the mean of `X r` is half the mean of `r'`. -/
theorem gaussMean_X_mul (r : ℂ[X]) :
    gaussMean (X * r) = 1 / 2 * gaussMean (derivative r) := by
  induction r using Polynomial.induction_on' with
  | add f g hf hg => rw [mul_add, map_add, hf, hg, derivative_add, map_add, mul_add]
  | monomial n c =>
    rw [X_mul_monomial, derivative_monomial, gaussMean_monomial, gaussMean_monomial]
    cases n with
    | zero => simp [gaussMoment]
    | succ n =>
      have e : gaussMoment (n + 1 + 1) = ((n : ℂ) + 1) / 2 * gaussMoment n := by
        rw [gaussMoment]
      rw [e, Nat.add_sub_cancel]
      push_cast
      ring
```

Integration by parts becomes $L(Xr)=\tfrac12L(r')$. By linearity it suffices to take $r=X^n$. For $n=0$ both sides vanish; for $n=m+1$ both equal $\tfrac{m+1}{2}M_m$.

```lean
/-- On polynomials the oscillator Hamiltonian acts as `q ↦ X q' - q''/2 + q/2`. -/
theorem oscillator_apply (q : ℂ[X]) :
    hamiltonian oscX oscP (C (1 / 2) * X ^ 2) q =
      X * derivative q - (1 / 2 : ℂ) • derivative (derivative q) + (1 / 2 : ℂ) • q := by
  have hI : (C I * C I : ℂ[X]) = -1 := by rw [← C_mul, Complex.I_mul_I, C_neg, C_1]
  have h2 : (C (1 / 2) + C (1 / 2) : ℂ[X]) = 1 := by rw [← C_add, add_halves, C_1]
  simp only [hamiltonian, map_mul, aeval_C, aeval_X, pow_two, LinearMap.add_apply,
    LinearMap.smul_apply, Module.End.mul_apply, Module.algebraMap_end_apply, oscX, oscP,
    LinearMap.sub_apply, LinearMap.mulLeft_apply, smul_eq_C_mul,
    derivative_sub, derivative_mul, derivative_X, derivative_C, C_neg, neg_mul, derivative_neg]
  linear_combination C (1 / 2) * (derivative (derivative q) - q - 2 * X * derivative q
    + X * X * q) * hI + X * derivative q * h2
```

Here $V=x^2/2$. Expanding the square of the momentum,

$$p^2q=-q''+2Xq'+q-X^2q,$$

so $Hq=Xq'-\tfrac12q''+\tfrac12q$. In the proof, `hI` supplies $i^2=-1$.

```lean
/-- The operators `oscX`, `oscP` and the functional `groundMean` satisfy the hypotheses of the
hypervirial relation for `V = x²/2` and `E = 1/2`, with `groundMean 1 = 1`. -/
theorem hypervirial_witness :
    oscX * oscP - oscP * oscX = I • (1 : Module.End ℂ ℂ[X]) ∧
    IsEigenfunctional (hamiltonian oscX oscP (C (1 / 2) * X ^ 2)) (1 / 2) groundMean ∧
    groundMean 1 = 1 := by
  refine ⟨?_, fun B => ⟨?_, ?_⟩, ?_⟩
  · apply LinearMap.ext
    intro q
    simp only [oscX, oscP, LinearMap.sub_apply, Module.End.mul_apply, LinearMap.smul_apply,
      LinearMap.mulLeft_apply, Module.End.one_apply, derivative_mul, derivative_X,
      smul_eq_C_mul, C_neg]
    ring
  · change gaussMean (hamiltonian oscX oscP (C (1 / 2) * X ^ 2) (B 1)) =
      1 / 2 * gaussMean (B 1)
    rw [oscillator_apply, map_add, map_sub, gaussMean_X_mul]
    simp only [map_smul, smul_eq_mul]
    ring
  · change gaussMean (B (hamiltonian oscX oscP (C (1 / 2) * X ^ 2) 1)) =
      1 / 2 * gaussMean (B 1)
    rw [oscillator_apply]
    simp only [derivative_one, map_zero, mul_zero, smul_zero, sub_zero, zero_add, map_smul,
      smul_eq_mul]
  · change gaussMean 1 = 1
    have e := gaussMean_monomial 0 1
    simpa [gaussMoment] using e

end

end HypervirialRecursion
```

The theorem joins three statements with `∧`, "and"; the second has two halves, so the proof has four parts.

- The commutator follows from $(Xq)'=q+Xq'$.
- For $HB$, put $r=B1$. Then $L(Hr)=L(Xr')-\tfrac12L(r'')+\tfrac12L(r)=\tfrac12L(r)$, by integration by parts.
- For $BH$, use $H1=\tfrac12$ and the linearity of $B$.
- Normalisation is $L(1)=M_0=1$.

```lean
#print axioms HypervirialRecursion.hypervirial
```

```
'HypervirialRecursion.hypervirial' depends on axioms: [propext, Classical.choice, Quot.sound]
```

## The second and fourth moments in numbers

Take this ground state, with $E=\tfrac12$ and $V=x^2/2$. The choice $f=x$ gives $1=\langle x^2\rangle+\langle x^2\rangle$, so $\langle x^2\rangle=\tfrac12$. The choice $f=x^3$ has $f'=3x^2$ and $f'''=6$, and gives

$$3\langle x^2\rangle=3\langle x^4\rangle+\langle x^4\rangle-\tfrac32 .$$

Hence $\langle x^4\rangle=\tfrac34$, in agreement with $M_4=\tfrac32M_2=\tfrac34$.
